# On a finite tree of sites, the summed hop distance is strictly convex

For a finite tree, `distSum G v` adds up the graph distances from the vertex `v` to all vertices. The failing theorem `distSum_convex` says that if `a` and `b` are distinct neighbours of `v`, then twice the sum at `v` is less than the sum at `a` plus the sum at `b`. Read physically, the vertices are sites and distance is the least number of hops along bonds, each counted as one; no Hamiltonian or quantum state enters the statement. The proof compares the sums term by term, with strict inequality at `v` itself. For the weak inequality at each `w`, it argues by contradiction: a failure would make both neighbours no farther from `w` than `v` is, and `closer_neighbour_unique` would then force `a = b`.

The failing Lean file:

```lean
import Mathlib

open SimpleGraph

namespace DistSumConvex

variable {V : Type*} {G : SimpleGraph V}

/-- The sum of the graph distances from `v` to all vertices. -/
noncomputable def distSum [Fintype V] (G : SimpleGraph V) (v : V) : ℕ :=
  ∑ w, G.dist v w

/-- In a tree, at most one neighbour of `v` is no farther from `w` than `v` itself. -/
theorem closer_neighbour_unique (hG : G.IsTree) {v a b w : V} (ha : G.Adj v a)
    (hb : G.Adj v b) (hda : G.dist a w ≤ G.dist v w) (hdb : G.dist b w ≤ G.dist v w) :
    a = b := by
  classical
  obtain ⟨p, hp, -⟩ := hG.1.exists_path_of_dist v w
  -- the path from `v` to `w` starts with a step to any such neighbour
  have key : ∀ x (h : G.Adj v x), G.dist x w ≤ G.dist v w →
      ∃ q : G.Walk x w, Walk.cons h q = p := by
    intro x h hd
    obtain ⟨q, hq, hql⟩ := hG.1.exists_path_of_dist x w
    by_cases hv : v ∈ q.support
    · have h1 := congrArg Walk.length (q.take_spec hv)
      rw [Walk.length_append] at h1
      have h2 := SimpleGraph.dist_le (q.dropUntil v hv)
      have h3 : (q.takeUntil v hv).length = 0 := by omega
      exact absurd (Walk.eq_of_length_eq_zero h3).symm h.ne
    · exact ⟨q, congrArg Subtype.val (@Subsingleton.elim _ (hG.2.subsingleton_path v w)
        ⟨Walk.cons h q, (Walk.cons_isPath_iff _ _).2 ⟨hq, hv⟩⟩ ⟨p, hp⟩)⟩
  obtain ⟨q, hq⟩ := key a ha hda
  obtain ⟨r, hr⟩ := key b hb hdb
  exact (Walk.cons.inj (hq.trans hr.symm)).1

variable [Fintype V]

/-- The distance sum of a tree is strictly convex: twice its value at `v` is less than the
sum of its values at two distinct neighbours of `v`. -/
theorem distSum_convex (hG : G.IsTree) {v a b : V} (ha : G.Adj v a) (hb : G.Adj v b)
    (hab : a ≠ b) : 2 * distSum G v < distSum G a + distSum G b := by
  have h1 : G.dist v a = 1 := dist_eq_one_iff_adj.2 ha
  have h2 : G.dist v b = 1 := dist_eq_one_iff_adj.2 hb
  unfold distSum
  rw [Finset.mul_sum, ← Finset.sum_add_distrib]
  refine Finset.sum_lt_sum (fun w _ => ?_) ⟨v, Finset.mem_univ v, ?_⟩
  · by_contra hlt
    have h3 : G.dist v w ≤ G.dist v a + G.dist a w := hG.1.dist_triangle
    have h4 : G.dist v w ≤ G.dist v b + G.dist b w := hG.1.dist_triangle
    exact hab (closer_neighbour_unique hG ha hb (by omega) (by omega))
  · have h3 : G.dist a v = 1 := dist_eq_one_iff_adj.2 ha.symm
    have h4 : G.dist v v = 0 := SimpleGraph.dist_self
    omega

end DistSumConvex
```

Compiling this gives:

```
Main.lean:50:52: error: omega could not prove the goal:
a possible counterexample may satisfy the constraints
  g ≥ 0
  f ≥ 0
  f - g ≥ 1
  e ≥ 0
  d ≥ 0
  c ≥ 0
  c - d ≤ 1
  c - e ≤ 1
  2*c - d - e ≥ 1
where
 c := ↑(G.dist v w)
 d := ↑(G.dist a w)
 e := ↑(G.dist b w)
 f := ↑(G.dist a ?m.129)
 g := ↑(G.dist v ?m.129)
```

After these edits no error is left:

```diff
@@ -48,5 +48,5 @@
     have h3 : G.dist v w ≤ G.dist v a + G.dist a w := hG.1.dist_triangle
     have h4 : G.dist v w ≤ G.dist v b + G.dist b w := hG.1.dist_triangle
-    exact hab (closer_neighbour_unique hG ha hb (by omega) (by omega))
+    exact hab (closer_neighbour_unique (w := w) hG ha hb (by omega) (by omega))
   · have h3 : G.dist a v = 1 := dist_eq_one_iff_adj.2 ha.symm
     have h4 : G.dist v v = 0 := SimpleGraph.dist_self
```

The error is at the first `omega` in the call to `closer_neighbour_unique`. That lemma has an implicit vertex `w`, which appears only in its two distance hypotheses. Neither the expected result `a = b` nor the arguments `hG`, `ha` and `hb` determine it, and the proofs of those two hypotheses are left to `omega`, which does not choose a vertex.

The goal therefore still contains the unknown `?m.129`. In the message, `f` and `g` are distances to this unknown vertex, while `c`, `d` and `e` are distances to the actual `w`. `omega` treats them as unrelated numbers, so the facts about `w` cannot rule out `f - g ≥ 1`.

Writing `(w := w)` fixes the vertex before `omega` runs. The first goal becomes `G.dist a w ≤ G.dist v w`, and the second the same with `b`. Both follow from the constraints already listed: `2*c - d - e ≥ 1` with `c - e ≤ 1` gives `d ≤ c`, and with `c - d ≤ 1` gives `e ≤ c`.
